# The total raising and lowering operators annihilate every state of zero total spin

The lemma `ladder_eq_zero` concerns a finite set of 2M spins 1/2, in units where ħ = 1, and says that a vector ψ with S²ψ = 0 is sent to zero by both total ladder operators, S₊ and S₋. No Hamiltonian enters, and ψ need not be normalised and may be zero. The proof takes the inner product of ψ with S²ψ and, since S₊ and S₋ are adjoint to each other, writes it as ½(‖S₋ψ‖² + ‖S₊ψ‖²) + ‖S_zψ‖². This is ‖ψ‖² times the expectation value of S² when ψ is not zero. As the sum vanishes and no term is negative, each norm must be zero.

An attempt in Lean 4 with a fault in it:

```lean
import Mathlib

open Finset

namespace SpinProjection

noncomputable section

variable {M : ℕ}

/-- The sites of `M` pairs; the Boolean tells the members of a pair apart. -/
abbrev Site (M : ℕ) := Fin M × Bool

/-- States of `2M` spins 1/2: amplitudes on configurations, `true` being spin up. -/
abbrev State (M : ℕ) := EuclideanSpace ℂ (Site M → Bool)

/-- Reverse the spin at site `s`. -/
def flipAt (s : Site M) (σ : Site M → Bool) : Site M → Bool := Function.update σ s (!σ s)

/-- The total ladder operators: `ladder true` raises, `ladder false` lowers. -/
def ladder (b : Bool) : State M →ₗ[ℂ] State M where
  toFun ψ := WithLp.toLp 2 fun σ => ∑ s, (if σ s = b then 1 else 0) * ψ (flipAt s σ)
  map_add' _ _ := by ext; simp only [PiLp.add_apply, mul_add, sum_add_distrib]
  map_smul' _ _ := by
    ext; simp only [PiLp.smul_apply, smul_eq_mul, mul_sum, mul_left_comm, RingHom.id_apply]

/-- The total spin projection of a configuration. -/
def mag (σ : Site M → Bool) : ℝ := ∑ s, if σ s = true then 1 / 2 else -(1 / 2)

/-- The operator `S_z`. -/
def spinZ : State M →ₗ[ℂ] State M where
  toFun ψ := WithLp.toLp 2 fun σ => (mag σ : ℂ) * ψ σ
  map_add' _ _ := by ext; simp [mul_add]
  map_smul' _ _ := by ext; simp [mul_left_comm]

/-- The total spin `S² = (S₊S₋ + S₋S₊)/2 + S_z²`. -/
def spinSq (M : ℕ) : State M →ₗ[ℂ] State M :=
  (1 / 2 : ℂ) • (ladder true ∘ₗ ladder false + ladder false ∘ₗ ladder true) + spinZ ∘ₗ spinZ

/-- The raising and lowering operators are adjoint to each other. -/
theorem ladder_adjoint (b : Bool) (φ ψ : State M) :
    inner ℂ (ladder b φ) ψ = inner ℂ φ (ladder (!b) ψ) := by
  have hf : ∀ s : Site M, Function.Involutive (flipAt s) := fun s σ => by simp [flipAt]
  simp only [PiLp.inner_apply, RCLike.inner_apply, ladder, LinearMap.coe_mk, AddHom.coe_mk,
    map_sum, map_mul, mul_sum, sum_mul]
  rw [sum_comm]
  conv_rhs => rw [sum_comm]
  refine sum_congr rfl fun s _ => Fintype.sum_equiv (hf s).toPerm _ _ fun σ => ?_
  have h1 : flipAt s σ s = !σ s := by simp [flipAt]
  have h2 : flipAt s (flipAt s σ) = σ := hf s σ
  simp only [Function.Involutive.coe_toPerm, h2, h1]
  by_cases h : σ s = b <;> simp [h]

/-- A state with `S²ψ = 0` is annihilated by both ladder operators. -/
theorem ladder_eq_zero {ψ : State M} (h : spinSq M ψ = 0) (b : Bool) : ladder b ψ = 0 := by
  have n : ∀ x : State M, inner ℂ x x = ((‖x‖ ^ 2 : ℝ) : ℂ) := fun x =>
    (inner_self_eq_norm_sq_to_K x).trans (Complex.ofReal_pow _ _).symm
  have h1 : inner ℂ ψ (ladder true (ladder false ψ)) = _ := (ladder_adjoint false _ _).symm
  have h2 : inner ℂ ψ (ladder false (ladder true ψ)) = _ := (ladder_adjoint true _ _).symm
  have h3 : inner ℂ ψ (spinZ (spinZ ψ)) = inner ℂ (spinZ ψ) (spinZ ψ) := by
    simp only [PiLp.inner_apply, RCLike.inner_apply, spinZ, LinearMap.coe_mk, AddHom.coe_mk,
      map_mul, Complex.conj_ofReal]
    exact sum_congr rfl fun σ _ => by ring
  -- the expectation value of S² is a sum of squared norms
  have key := congrArg (inner ℂ ψ) h
  simp only [spinSq, LinearMap.add_apply, LinearMap.smul_apply, LinearMap.comp_apply,
    inner_add_right, inner_smul_right, h1, h2, h3, inner_zero_right, n] at key
  have key' : (1 / 2 : ℝ) * (‖ladder false ψ‖ ^ 2 + ‖ladder true ψ‖ ^ 2)
      + ‖spinZ ψ‖ ^ 2 = 0 := by exact_mod_cast key
  have h0 : ‖ladder b ψ‖ ^ 2 = 0 := by
    cases b <;> nlinarith [sq_nonneg ‖ladder false ψ‖, sq_nonneg ‖ladder true ψ‖,
      sq_nonneg ‖spinZ ψ‖]
  exact norm_eq_zero.mp ((pow_eq_zero_iff two_ne_zero).mp h0)

end

end SpinProjection
```

The error:

```
Main.lean:69:32: error: mod_cast has type
  (1 : ℂ) / 2 * ↑(‖(ladder false) ψ‖ ^ 2 + ‖(ladder true) ψ‖ ^ 2) + ↑(‖spinZ ψ‖ ^ 2) = 0
but is expected to have type
  (1 : ℝ) / 2 * (‖(ladder false) ψ‖ ^ 2 + ‖(ladder true) ψ‖ ^ 2) + ‖spinZ ψ‖ ^ 2 = 0
```

The change, after which it compiles:

```diff
@@ -67,5 +67,8 @@
     inner_add_right, inner_smul_right, h1, h2, h3, inner_zero_right, n] at key
   have key' : (1 / 2 : ℝ) * (‖ladder false ψ‖ ^ 2 + ‖ladder true ψ‖ ^ 2)
-      + ‖spinZ ψ‖ ^ 2 = 0 := by exact_mod_cast key
+      + ‖spinZ ψ‖ ^ 2 = 0 := by
+    apply Complex.ofReal_injective
+    push_cast at key ⊢
+    linear_combination key
   have h0 : ‖ladder b ψ‖ ^ 2 = 0 := by
     cases b <;> nlinarith [sq_nonneg ‖ladder false ψ‖, sq_nonneg ‖ladder true ψ‖,
```

Cause. The error is in the step from the complex equation `key` to the real equation `key'`. They say the same thing, but `exact_mod_cast` could not bring them to the same form. The message shows how far it got: the squared norms are gathered under casts from ℝ, while the factor in front is still `(1 : ℂ) / 2`, a quotient of complex numerals. Nothing in that quotient is marked as a cast from ℝ, and `exact_mod_cast` did not recast it as the real `1 / 2`. The product therefore could not be drawn under one cast, and the equation stayed in ℂ.

The repair goes the other way and takes the goal to ℂ. `Complex.ofReal_injective` reduces the real equation to the equality of its two sides cast into ℂ. `push_cast` then moves the casts inward in both `key` and the goal, which turns the real `1 / 2` of the goal into the complex one. `linear_combination key` closes the goal by algebra.
